# Dropping Hermitian pairs of CI matrix elements with absolute row sums at most \(e\) moves the lowest eigenvalue by at most \(e\)

Neglecting small couplings is modelled here as a change of matrix on a fixed set of determinants. The full matrix \(H\) and its approximation \(G\) are both Hermitian and share the same finite index set, the basis is orthonormal so that no overlap matrix appears, and no determinant is removed. The ground energy \(E_0\) is defined as the smallest eigenvalue, so the variational principle is something to be proved. For a configuration-interaction (CI) calculation in such a fixed, finite, orthonormal determinant space, the result is a worst-case bound on the shift of the lowest root caused by screening, measured against the unscreened matrix in the same space. Excited roots and eigenvectors are not treated.

## Coefficient vectors, energies and the screened matrix

In Lean 4 with Mathlib:

```lean
import Mathlib

open Matrix Finset

namespace ScreenedCI

noncomputable section

variable {n : Type*} [Fintype n] [DecidableEq n]
```

The type `n` is the finite set of determinant labels \(i, j\), with \(N\) elements. A matrix is a `Matrix n n ℂ`, and a coefficient vector \(x\) is a function `n → ℂ`.

```lean
/-- The expectation value `Re ⟨x|H|x⟩` of a CI matrix in the coefficient vector `x`. -/
def energy (H : Matrix n n ℂ) (x : n → ℂ) : ℝ := (star x ⬝ᵥ H *ᵥ x).re
```

Here `star` conjugates, `*ᵥ` applies a matrix to a vector, `⬝ᵥ` is the bilinear dot product and `.re` takes the real part, so this is \(\mathcal{E}(H,x) = \operatorname{Re}\sum_{ij} \bar{x}_i H_{ij} x_j\). It is not divided by the norm.

```lean
/-- The squared norm `∑ |x_i|²` of a coefficient vector. -/
def weight (x : n → ℂ) : ℝ := ∑ i, ‖x i‖ ^ 2
```

On a complex number `‖·‖` is the modulus, so \(w(x) = \sum_i |x_i|^2\).

```lean
/-- The smallest eigenvalue of a Hermitian CI matrix. -/
def groundEnergy [Nonempty n] {H : Matrix n n ℂ} (hH : H.IsHermitian) : ℝ :=
  univ.inf' univ_nonempty hH.eigenvalues
```

The argument `hH` is a proof that \(H = H^\dagger\), from which Mathlib supplies the real eigenvalues \(\lambda_k\), labelled by \(k\) in `n` and repeated according to multiplicity. `inf'` takes their minimum, \(E_0(H) = \min_k \lambda_k\), and `Nonempty n` says \(N \ge 1\).

```lean
/-- The matrix whose columns are orthonormal eigenvectors of a Hermitian matrix. -/
def eigvecs {H : Matrix n n ℂ} (hH : H.IsHermitian) : Matrix n n ℂ := hH.eigenvectorUnitary
```

This is the unitary matrix \(U\) whose column \(k\) is the eigenvector belonging to \(\lambda_k\).

```lean
/-- The screened matrix: off-diagonal elements of modulus below `τ` are set to zero. -/
def screen (τ : ℝ) (H : Matrix n n ℂ) : Matrix n n ℂ :=
  Matrix.of fun i j => if i ≠ j ∧ ‖H i j‖ < τ then 0 else H i j
```

For a real threshold \(\tau\), the screened matrix \(H^\tau\) has \(H^\tau_{ij} = 0\) when \(i \ne j\) and \(|H_{ij}| < \tau\), and \(H^\tau_{ij} = H_{ij}\) otherwise. Diagonal elements are always kept, and so is an element of modulus exactly \(\tau\).

## The variational principle

```lean
/-- With `c = U† x` the amplitudes in the eigenbasis, the expectation value is
`∑ λ_k |c_k|²` and the squared norm is `∑ |c_k|²`. -/
theorem eigen_expansion {H : Matrix n n ℂ} (hH : H.IsHermitian) (x : n → ℂ) :
    energy H x = ∑ k, hH.eigenvalues k * ‖((eigvecs hH)ᴴ *ᵥ x) k‖ ^ 2 ∧
      weight x = ∑ k, ‖((eigvecs hH)ᴴ *ᵥ x) k‖ ^ 2 := by
  have hU : eigvecs hH * (eigvecs hH)ᴴ = 1 :=
    Matrix.mem_unitaryGroup_iff.mp hH.eigenvectorUnitary.2
  -- expectation value of a real diagonal matrix
  have hd : ∀ (d : n → ℝ) (y : n → ℂ),
      energy (diagonal fun i => (d i : ℂ)) y = ∑ i, d i * ‖y i‖ ^ 2 := by
    intro d y
    simp only [energy, dotProduct, mulVec_diagonal, Complex.re_sum, Pi.star_apply]
    refine Finset.sum_congr rfl fun i _ => ?_
    have h : star (y i) * ((d i : ℂ) * y i) = ((d i * ‖y i‖ ^ 2 : ℝ) : ℂ) := by
      rw [← Complex.normSq_eq_norm_sq, Complex.ofReal_mul, Complex.normSq_eq_conj_mul_self]
      simp only [Complex.star_def]
      ring
    rw [h, Complex.ofReal_re]
  have key : ∀ d : n → ℝ,
      energy (eigvecs hH * (diagonal fun i => (d i : ℂ)) * (eigvecs hH)ᴴ) x
        = ∑ k, d k * ‖((eigvecs hH)ᴴ *ᵥ x) k‖ ^ 2 := by
    intro d
    rw [← hd d]
    unfold energy
    rw [star_mulVec, conjTranspose_conjTranspose, ← mulVec_mulVec, ← mulVec_mulVec,
      dotProduct_mulVec (star x) (eigvecs hH)]
  -- the eigenvalue equation H U = U Λ
  have hHU : H * eigvecs hH = eigvecs hH * diagonal fun i => (hH.eigenvalues i : ℂ) := by
    ext i j
    have h := congrFun (hH.mulVec_eigenvectorBasis j) i
    simp only [Pi.smul_apply, Complex.real_smul] at h
    rw [Matrix.mul_diagonal, mul_comm]
    exact h
  have hdec : eigvecs hH * (diagonal fun i => (hH.eigenvalues i : ℂ)) * (eigvecs hH)ᴴ = H := by
    rw [← hHU, Matrix.mul_assoc, hU, Matrix.mul_one]
  constructor
  · have h := key hH.eigenvalues
    rw [hdec] at h
    exact h
  · have h1 := key fun _ => 1
    have h2 := hd (fun _ => 1) x
    simp only [Complex.ofReal_one, diagonal_one, Matrix.mul_one, one_mul, hU] at h1 h2
    exact h2.symm.trans h1
```

The symbol `ᴴ` is the adjoint and `∧` joins two claims. With amplitudes \(c = U^\dagger x\),
\[ \mathcal{E}(H,x) = \sum_k \lambda_k |c_k|^2, \qquad w(x) = \sum_k |c_k|^2 . \]
Let \(\Lambda\) be the diagonal matrix of eigenvalues. The eigenvalue equation \(HU = U\Lambda\) (`hHU`) and \(UU^\dagger = 1\) (`hU`) give \(H = U\Lambda U^\dagger\) (`hdec`). For any real diagonal matrix \(d\) with entries \(d_k\), one has \(x^\dagger U d\, U^\dagger x = c^\dagger d\, c = \sum_k d_k |c_k|^2\), which is `key`, resting on `hd` for the last equality. Choosing \(d = \Lambda\) gives the first formula and \(d = 1\) the second.

```lean
/-- Variational principle: `E₀ ‖x‖² ≤ ⟨x|H|x⟩` for every vector `x`. -/
theorem variational [Nonempty n] {H : Matrix n n ℂ} (hH : H.IsHermitian) (x : n → ℂ) :
    groundEnergy hH * weight x ≤ energy H x := by
  obtain ⟨h1, h2⟩ := eigen_expansion hH x
  rw [h1, h2, Finset.mul_sum]
  refine Finset.sum_le_sum fun k _ => mul_le_mul_of_nonneg_right ?_ (sq_nonneg _)
  exact Finset.inf'_le _ (mem_univ k)
```

For every vector, normalised or not, \(E_0(H)\, w(x) \le \mathcal{E}(H,x)\). After both sides are expanded, the inequality holds term by term, \(E_0 |c_k|^2 \le \lambda_k |c_k|^2\). `Finset.sum_le_sum` reduces it to one term and `Finset.inf'_le` supplies \(E_0 \le \lambda_k\).

```lean
/-- Some normalised vector has expectation value equal to the smallest eigenvalue. -/
theorem exists_ground_vector [Nonempty n] {H : Matrix n n ℂ} (hH : H.IsHermitian) :
    ∃ x : n → ℂ, weight x = 1 ∧ energy H x = groundEnergy hH := by
  obtain ⟨j, -, hj⟩ := Finset.exists_mem_eq_inf' univ_nonempty hH.eigenvalues
  have hU : eigvecs hH * (eigvecs hH)ᴴ = 1 :=
    Matrix.mem_unitaryGroup_iff.mp hH.eigenvectorUnitary.2
  have hy : (eigvecs hH)ᴴ *ᵥ (eigvecs hH *ᵥ (Pi.single j 1 : n → ℂ)) = Pi.single j 1 := by
    rw [mulVec_mulVec, mul_eq_one_comm.mp hU, one_mulVec]
  have hn : ∀ i, ‖(Pi.single j 1 : n → ℂ) i‖ ^ 2 = if i = j then 1 else 0 := by
    intro i
    by_cases h : i = j
    · subst h
      simp
    · simp [h]
  obtain ⟨h1, h2⟩ := eigen_expansion hH (eigvecs hH *ᵥ (Pi.single j 1 : n → ℂ))
  refine ⟨eigvecs hH *ᵥ (Pi.single j 1 : n → ℂ), ?_, ?_⟩
  · rw [h2, hy]
    simp only [hn]
    simp
  · rw [h1, hy, groundEnergy, hj]
    simp only [hn]
    simp
```

There is an \(x\) with \(w(x) = 1\) and \(\mathcal{E}(H,x) = E_0(H)\). Pick \(j\) with \(\lambda_j = E_0\) and let \(x\) be column \(j\) of \(U\), written as \(U\) applied to the unit vector `Pi.single j 1`. Then \(c_k = \delta_{kj}\) because \(U^\dagger U = 1\) (`hy`), and each sum collapses to its \(j\)-th term. A degenerate ground state is allowed, since any such \(j\) serves.

## Row sums control the energy shift

```lean
omit [DecidableEq n] in
/-- If every absolute row sum of a Hermitian matrix `D` is at most `e`, then
`|⟨x|D|x⟩| ≤ e ‖x‖²` for every vector `x`. -/
theorem abs_energy_le {D : Matrix n n ℂ} (hD : D.IsHermitian) {e : ℝ}
    (hrow : ∀ i, ∑ j, ‖D i j‖ ≤ e) (x : n → ℂ) : |energy D x| ≤ e * weight x := by
  have hs : ∀ i j, ‖D j i‖ = ‖D i j‖ := fun i j => by rw [← hD.apply i j, norm_star]
  have hc : ∑ i, ∑ j, ‖D j i‖ * ‖x j‖ ^ 2 / 2 = ∑ i, ∑ j, ‖D i j‖ * ‖x i‖ ^ 2 / 2 :=
    Finset.sum_comm
  calc |energy D x| ≤ ‖star x ⬝ᵥ D *ᵥ x‖ := Complex.abs_re_le_norm _
    _ ≤ ∑ i, ∑ j, (‖D i j‖ * ‖x i‖ ^ 2 / 2 + ‖D j i‖ * ‖x j‖ ^ 2 / 2) := by
        simp only [dotProduct, mulVec, Finset.mul_sum, Pi.star_apply]
        refine (norm_sum_le _ _).trans (Finset.sum_le_sum fun i _ =>
          (norm_sum_le _ _).trans (Finset.sum_le_sum fun j _ => ?_))
        -- 2 |x_i| |x_j| ≤ |x_i|² + |x_j|²
        rw [norm_mul, norm_mul, norm_star, hs i j]
        nlinarith [mul_nonneg (norm_nonneg (D i j)) (sq_nonneg (‖x i‖ - ‖x j‖))]
    _ = ∑ i, (∑ j, ‖D i j‖) * ‖x i‖ ^ 2 := by
        simp only [Finset.sum_add_distrib]
        rw [hc, ← Finset.sum_add_distrib]
        refine Finset.sum_congr rfl fun i _ => ?_
        rw [← Finset.sum_add_distrib, Finset.sum_mul]
        exact Finset.sum_congr rfl fun j _ => by ring
    _ ≤ ∑ i, e * ‖x i‖ ^ 2 :=
        Finset.sum_le_sum fun i _ => mul_le_mul_of_nonneg_right (hrow i) (sq_nonneg _)
    _ = e * weight x := by rw [weight, Finset.mul_sum]
```

Let \(D\) be Hermitian and \(e\) a real number with \(\sum_j |D_{ij}| \le e\) for every row \(i\). Then \(|\mathcal{E}(D,x)| \le e\, w(x)\). The `calc` block is a chain of inequalities that carries out the following derivation, with the first two steps grouped differently:
\[ |\mathcal{E}(D,x)| \le \sum_{ij} |x_i| |D_{ij}| |x_j| \le \sum_{ij} \Big( \tfrac12 |D_{ij}| |x_i|^2 + \tfrac12 |D_{ji}| |x_j|^2 \Big) = \sum_i \Big( \sum_j |D_{ij}| \Big) |x_i|^2 \le e\, w(x). \]
The first step combines \(|\operatorname{Re} z| \le |z|\) for \(z = x^\dagger D x\), which is the first line of the `calc` block, with the triangle inequality, which the code applies in its second line together with the next estimate. The second uses \(|D_{ij}| (|x_i| - |x_j|)^2 \ge 0\), the hint handed to the inequality tactic `nlinarith`, together with \(|D_{ji}| = |D_{ij}|\) (`hs`), the one place where Hermiticity enters. Exchanging the names \(i\) and \(j\) in the second half (`hc`) makes it equal to the first.

```lean
/-- If two Hermitian matrices satisfy `∑_j |H_ij - G_ij| ≤ e` for every row `i`, their
smallest eigenvalues differ by at most `e`. -/
theorem groundEnergy_stability [Nonempty n] {H G : Matrix n n ℂ} (hH : H.IsHermitian)
    (hG : G.IsHermitian) {e : ℝ} (hrow : ∀ i, ∑ j, ‖H i j - G i j‖ ≤ e) :
    |groundEnergy hH - groundEnergy hG| ≤ e := by
  -- the ground vector of A serves as a trial vector for B
  have key : ∀ (A B : Matrix n n ℂ) (hA : A.IsHermitian) (hB : B.IsHermitian),
      (∀ i, ∑ j, ‖A i j - B i j‖ ≤ e) → groundEnergy hB ≤ groundEnergy hA + e := by
    intro A B hA hB h
    obtain ⟨x, hx1, hx2⟩ := exists_ground_vector hA
    have h1 := variational hB x
    have h2 := abs_energy_le (hA.sub hB) (e := e) h x
    have h3 : energy (A - B) x = energy A x - energy B x := by
      simp only [energy, Matrix.sub_mulVec, dotProduct_sub, Complex.sub_re]
    rw [hx1, mul_one] at h1 h2
    have h4 := (abs_le.mp h2).1
    linarith
  have h1 := key H G hH hG hrow
  have h2 := key G H hG hH fun i => by
    simpa only [norm_sub_rev (G i _)] using hrow i
  rw [abs_le]
  constructor <;> linarith
```

This is the central statement: for Hermitian \(H\) and \(G\) with \(\sum_j |H_{ij} - G_{ij}| \le e\) for all \(i\),
\[ |E_0(H) - E_0(G)| \le e . \]
The number \(e\) is an energy that bounds the total strength of the changes made in any one row of the Hamiltonian. It is assumed, not derived from molecular integrals. The sum includes \(j = i\), so \(G\) may also differ on the diagonal. The inner statement `key` treats any Hermitian pair \(A, B\) obeying the row bound. With \(x\) the normalised ground vector of \(A\) used as trial vector for \(B\),
\[ E_0(B) \le \mathcal{E}(B,x) = \mathcal{E}(A,x) - \mathcal{E}(A-B,x) \le E_0(A) + e . \]
The three steps are the inner `h1`, `h3` and `h4`, which `linarith` adds up. Applying `key` to \((H,G)\) and to \((G,H)\), with \(|G_{ij} - H_{ij}| = |H_{ij} - G_{ij}|\), gives both directions. The bound is two-sided and does not fix the sign of the shift.

## Screening at a threshold

```lean
omit [Fintype n] in
/-- Screening a Hermitian matrix gives a Hermitian matrix. -/
theorem screen_isHermitian {H : Matrix n n ℂ} (hH : H.IsHermitian) (τ : ℝ) :
    (screen τ H).IsHermitian := by
  refine Matrix.IsHermitian.ext fun i j => ?_
  have hn : ‖H j i‖ = ‖H i j‖ := by rw [← hH.apply i j, norm_star]
  simp only [screen, Matrix.of_apply]
  by_cases h : i ≠ j ∧ ‖H i j‖ < τ
  · have h' : j ≠ i ∧ ‖H j i‖ < τ := ⟨h.1.symm, by rw [hn]; exact h.2⟩
    rw [if_pos h, if_pos h', star_zero]
  · have h' : ¬(j ≠ i ∧ ‖H j i‖ < τ) := fun g => h ⟨g.1.symm, by rw [← hn]; exact g.2⟩
    rw [if_neg h, if_neg h', hH.apply]
```

Since \(|H_{ji}| = |H_{ij}|\), the elements \((i,j)\) and \((j,i)\) are dropped together or kept together, which are the two branches of `by_cases`. Hence \(H^\tau\) is Hermitian and \(E_0(H^\tau)\) is defined.

```lean
/-- If in every row the moduli of the neglected elements add up to at most `e`, screening
changes the smallest eigenvalue by at most `e`. -/
theorem screening_error [Nonempty n] {H : Matrix n n ℂ} (hH : H.IsHermitian) {τ e : ℝ}
    (hrow : ∀ i, ∑ j ∈ univ.filter (fun j => i ≠ j ∧ ‖H i j‖ < τ), ‖H i j‖ ≤ e) :
    |groundEnergy hH - groundEnergy (screen_isHermitian hH τ)| ≤ e := by
  refine groundEnergy_stability _ _ fun i => le_trans (le_of_eq ?_) (hrow i)
  rw [Finset.sum_filter]
  refine Finset.sum_congr rfl fun j _ => ?_
  simp only [screen, Matrix.of_apply]
  by_cases h : i ≠ j ∧ ‖H i j‖ < τ
  · rw [if_pos h, if_pos h, sub_zero]
  · rw [if_neg h, if_neg h, sub_self, norm_zero]
```

`univ.filter` selects the columns \(j\) dropped in row \(i\). If the moduli of the dropped elements sum to at most \(e\) in every row, then \(|E_0(H) - E_0(H^\tau)| \le e\). The difference \(H - H^\tau\) equals \(H_{ij}\) at dropped positions and zero elsewhere, so its row sums are exactly these sums and `groundEnergy_stability` applies.

```lean
/-- Screening an `N × N` Hermitian matrix at threshold `τ ≥ 0` changes the smallest
eigenvalue by at most `(N - 1) τ`. -/
theorem threshold_error [Nonempty n] {H : Matrix n n ℂ} (hH : H.IsHermitian) {τ : ℝ}
    (hτ : 0 ≤ τ) : |groundEnergy hH - groundEnergy (screen_isHermitian hH τ)|
      ≤ ((Fintype.card n : ℝ) - 1) * τ := by
  refine screening_error hH fun i => ?_
  calc ∑ j ∈ univ.filter (fun j => i ≠ j ∧ ‖H i j‖ < τ), ‖H i j‖
      ≤ ∑ _j ∈ univ.filter (fun j => i ≠ j ∧ ‖H i j‖ < τ), τ :=
        Finset.sum_le_sum fun j hj => (Finset.mem_filter.mp hj).2.2.le
    _ ≤ ∑ _j ∈ univ.erase i, τ :=
        Finset.sum_le_sum_of_subset_of_nonneg (fun j hj => Finset.mem_erase.mpr
          ⟨(Finset.mem_filter.mp hj).2.1.symm, mem_univ j⟩) fun _ _ _ => hτ
    _ = ((Fintype.card n : ℝ) - 1) * τ := by
        rw [Finset.sum_const, Finset.card_erase_of_mem (mem_univ i), Finset.card_univ,
          nsmul_eq_mul, Nat.cast_pred Fintype.card_pos]
```

For \(\tau \ge 0\),
\[ |E_0(H) - E_0(H^\tau)| \le (N-1)\tau . \]
Each dropped element has modulus below \(\tau\), and a row has only \(N-1\) off-diagonal positions, the set `univ.erase i`. Extending the sum to all of them uses \(\tau \ge 0\). For \(N = 1\) nothing can be dropped and the bound is zero. This estimate grows linearly with the number of determinants, whereas `screening_error` accepts the actual row sums.

## Two degenerate determinants attain the row-sum bound

```lean
/-- Two determinants with zero diagonal energy coupled by the matrix element `-e`. -/
def twoState (e : ℝ) : Matrix (Fin 2) (Fin 2) ℂ := !![0, -(e : ℂ); -(e : ℂ), 0]
```

`Fin 2` has the labels 0 and 1. The matrix \(T\) has \(T_{00} = T_{11} = 0\) and \(T_{01} = T_{10} = -e\): two determinants of equal diagonal energy, taken as zero, coupled by a real element.

```lean
/-- The two-determinant matrix is Hermitian. -/
theorem twoState_isHermitian (e : ℝ) : (twoState e).IsHermitian := by
  refine Matrix.IsHermitian.ext fun i j => ?_
  fin_cases i <;> fin_cases j <;> simp [twoState]
```

`fin_cases` runs through the four index pairs, and each entry equals the conjugate of its mirror entry because \(e\) is real.

```lean
/-- The bound is attained: for the two-determinant matrix screened at `τ > e ≥ 0`, each row
sum of the difference equals `e` and the smallest eigenvalue moves by exactly `e`. -/
theorem screening_error_sharp {e τ : ℝ} (he : 0 ≤ e) (hτ : e < τ) :
    (∀ i, ∑ j, ‖twoState e i j - screen τ (twoState e) i j‖ = e) ∧
      |groundEnergy (twoState_isHermitian e)
        - groundEnergy (screen_isHermitian (twoState_isHermitian e) τ)| = e := by
  have hz : screen τ (twoState e) = 0 := by
    ext i j
    fin_cases i <;> fin_cases j <;> simp [screen, twoState, abs_of_nonneg he, hτ]
  have hrow : ∀ i, ∑ j, ‖twoState e i j - screen τ (twoState e) i j‖ = e := by
    intro i
    rw [hz]
    fin_cases i <;> simp [twoState, Fin.sum_univ_two, abs_of_nonneg he]
  refine ⟨hrow, le_antisymm (groundEnergy_stability _ _ fun i => (hrow i).le) ?_⟩
  have h0 : groundEnergy (screen_isHermitian (twoState_isHermitian e) τ) = 0 := by
    obtain ⟨x, -, hx⟩ := exists_ground_vector (screen_isHermitian (twoState_isHermitian e) τ)
    rw [← hx, hz]
    simp [energy]
  -- the symmetric combination has Rayleigh quotient -e
  have h1 := variational (twoState_isHermitian e) ![1, 1]
  have hw : weight (![1, 1] : Fin 2 → ℂ) = 2 := by
    simp only [weight, Fin.sum_univ_two, Matrix.cons_val_zero, Matrix.cons_val_one, norm_one]
    norm_num
  have hE : energy (twoState e) ![1, 1] = -e + -e := by
    simp [energy, twoState, dotProduct, mulVec, Fin.sum_univ_two]
  rw [hw, hE] at h1
  rw [h0, sub_zero]
  exact le_trans (by linarith) (neg_le_abs _)

end

end ScreenedCI
```

```lean
#print axioms ScreenedCI.groundEnergy_stability
#print axioms ScreenedCI.threshold_error
#print axioms ScreenedCI.screening_error_sharp
```

```
'ScreenedCI.groundEnergy_stability' depends on axioms: [propext, Classical.choice, Quot.sound]
'ScreenedCI.threshold_error' depends on axioms: [propext, Classical.choice, Quot.sound]
'ScreenedCI.screening_error_sharp' depends on axioms: [propext, Classical.choice, Quot.sound]
```

For \(0 \le e < \tau\), both row sums of \(T - T^\tau\) equal \(e\) and \(|E_0(T) - E_0(T^\tau)| = e\). The coupling lies below threshold, so \(T^\tau = 0\) (`hz`) and \(E_0(T^\tau) = 0\) (`h0`). The upper bound comes from `groundEnergy_stability`. For the lower bound the code takes the unnormalised vector \((1,1)\), with \(w = 2\) and \(\mathcal{E} = -2e\). The normalised vector \((1,1)/\sqrt{2}\) has energy \(-e\), and the variational inequality \(2E_0(T) \le -2e\) gives \(|E_0(T)| \ge e\). A bound that uses only the largest row sum and holds for all Hermitian pairs therefore cannot be smaller than \(e\). In this family the threshold bound \((N-1)\tau = \tau\) is approached as \(e\) nears \(\tau\) and is not reached.
